# Becke 1988 exchange at vanishing occupation: a logarithmic limit independent of $b$

Let an orbital of fixed shape be the only occupied one in its spin channel. As its occupation $q$ tends to zero, its Becke 1988 gradient correction behaves like a constant times $q/\ln(1/q)$, not like a pure power of $q$. The logarithm comes from $\operatorname{arsinh}$, and the constant does not contain the parameter $b$. This is a statement about the limit: at moderately small $q$ the correction still depends on $b$.

The setting is a fixed finite grid, the type `ι`, with weights $w_i$, one spin density $n_i>0$ and gradient magnitudes $g_i\ge 0$. The gradients are given numbers, not derived from $n$, and the weights may be any reals. The constant is $-\frac12\sum_i w_ig_i$, and the opening statement assumes that it is not zero. The orbital keeps its shape, so occupation $q$ turns $n_i,g_i$ into $qn_i,qg_i$. Orbital relaxation and the continuum integral are left out.

In Lean 4 with Mathlib:

```lean
import Mathlib

open Filter Topology

namespace BeckeFractionalOccupation

noncomputable section
```

The reduced gradient $x=g/n^{4/3}$ measures how fast the density varies on its own length scale.

```lean
/-- The reduced density gradient `x = g / n^(4/3)` for density `n > 0` and gradient
magnitude `g`. -/
def reducedGradient (n g : ℝ) : ℝ := g / n ^ (4 / 3 : ℝ)
```

In atomic units, used throughout, the correction per volume is
$$e(n,g)=-\frac{b\,n^{4/3}x^2}{1+6b\,x\operatorname{arsinh}x}.$$
The constant $b>0$ sets its strength for slowly varying densities, where $e\approx -b\,n^{4/3}x^2$.

```lean
/-- The Becke 1988 gradient correction to the exchange energy per volume, for `n > 0` and
`b > 0`. -/
def b88Density (b n g : ℝ) : ℝ :=
  -(b * n ^ (4 / 3 : ℝ) * reducedGradient n g ^ 2 /
    (1 + 6 * b * reducedGradient n g * Real.arsinh (reducedGradient n g)))
```

On the grid, $E(q)=\sum_i w_i\,e(qn_i,qg_i)$.

```lean
/-- The Becke 1988 gradient correction on a grid with weights `w`, when the density `n` and
its gradient `g` are both multiplied by the occupation `q > 0`. -/
def b88Energy {ι : Type*} [Fintype ι] (b : ℝ) (w n g : ι → ℝ) (q : ℝ) : ℝ :=
  ∑ i, w i * b88Density b (q * n i) (q * g i)
```

The local part is $D(q)=-\sum_i w_i\,c\,(qn_i)^{4/3}$, where $c$ is the coefficient of uniform-gas exchange; the code allows any real $c$.

```lean
/-- The Dirac local exchange energy with coefficient `c` on the same grid, at
occupation `q`. -/
def diracEnergy {ι : Type*} [Fintype ι] (c : ℝ) (w n : ι → ℝ) (q : ℝ) : ℝ :=
  ∑ i, w i * (-(c * (q * n i) ^ (4 / 3 : ℝ)))
```

## (a) Splitting the power

Show for $q>0$ that
$$q^{4/3}=q\,q^{1/3}.$$
Write $4/3=1+1/3$ and add exponents.

```lean
lemma rpow_four_thirds {q : ℝ} (hq : 0 < q) :
    q ^ (4 / 3 : ℝ) = q * q ^ (1 / 3 : ℝ) := by
  rw [show (4 / 3 : ℝ) = 1 + 1 / 3 by norm_num, Real.rpow_add hq, Real.rpow_one]
```

## (b) The reduced gradient at occupation $q$

Show for $q,n>0$ that the reduced gradient $X(q)$ of the scaled density obeys
$$X(q)=q^{-1/3}x.$$
By (a),
$$X(q)=\frac{qg}{(qn)^{4/3}}=\frac{qg}{q\,q^{1/3}n^{4/3}}=q^{-1/3}\frac{g}{n^{4/3}}.$$
In the code, `key` is this cancellation, with $s=q^{1/3}$ and $m=n^{4/3}$.

```lean
/-- Multiplying a positive density and its gradient by an occupation `q > 0` multiplies the
reduced gradient by `q^(-1/3)`. -/
theorem reducedGradient_scaled {q n : ℝ} (hq : 0 < q) (hn : 0 < n) (g : ℝ) :
    reducedGradient (q * n) (q * g) = q ^ (-(1 / 3) : ℝ) * reducedGradient n g := by
  have key : ∀ s m : ℝ, 0 < s → 0 < m → q * g / (q * s * m) = s⁻¹ * (g / m) := by
    intro s m hs hm
    field_simp
  unfold reducedGradient
  rw [Real.mul_rpow hq.le hn.le, rpow_four_thirds hq, Real.rpow_neg hq.le]
  exact key _ _ (Real.rpow_pos_of_pos hq _) (Real.rpow_pos_of_pos hn _)
```

## (c) Removing the density from the numerator

Show for $n>0$ that
$$e(n,g)=-\frac{b\,g\,x}{1+6b\,x\operatorname{arsinh}x}.$$
Since $n^{4/3}x=g$ (`h`), we have $b\,n^{4/3}x^2=b\,g\,x$ (`h2`).

```lean
/-- At positive density the Becke correction equals `-b g x / (1 + 6 b x arsinh x)`. -/
theorem b88Density_eq {n : ℝ} (hn : 0 < n) (b g : ℝ) :
    b88Density b n g = -(b * g * reducedGradient n g /
      (1 + 6 * b * reducedGradient n g * Real.arsinh (reducedGradient n g))) := by
  have h : n ^ (4 / 3 : ℝ) * reducedGradient n g = g :=
    mul_div_cancel₀ g (Real.rpow_pos_of_pos hn _).ne'
  have h2 : b * n ^ (4 / 3 : ℝ) * reducedGradient n g ^ 2 = b * g * reducedGradient n g := by
    linear_combination b * reducedGradient n g * h
  rw [b88Density, h2]
```

## (d) The logarithm diverges

Put $L=\ln(1/q)$. Show that
$$L\to\infty\quad(q\to0^+).$$
Here $1/q\to\infty$, and the logarithm is increasing and unbounded. The filter `𝓝[>] 0` expresses the approach from above.

```lean
lemma tendsto_log_inv : Tendsto (fun q : ℝ => Real.log (1 / q)) (𝓝[>] 0) atTop :=
  (Real.tendsto_log_atTop.comp tendsto_inv_nhdsGT_zero).congr fun q => by simp
```

## (e) The reduced gradient diverges

Show for a number $c>0$ (here and in (g) not the exchange coefficient) that
$$q^{-1/3}c\to\infty\quad(q\to0^+).$$
The left side is $(1/q)^{1/3}c$, a positive power of a diverging quantity times a positive constant.

```lean
lemma tendsto_scaled {c : ℝ} (hc : 0 < c) :
    Tendsto (fun q : ℝ => q ^ (-(1 / 3) : ℝ) * c) (𝓝[>] 0) atTop := by
  have h := ((tendsto_rpow_atTop (show (0 : ℝ) < 1 / 3 by norm_num)).comp
    tendsto_inv_nhdsGT_zero).atTop_mul_const hc
  refine h.congr' ?_
  filter_upwards [self_mem_nhdsWithin] with q hq
  have hq0 : (0 : ℝ) < q := hq
  rw [Function.comp_apply, Real.inv_rpow hq0.le, Real.rpow_neg hq0.le]
```

## (f) Powers beat the logarithm

Show for $r>0$ that
$$L\,q^r\to0\quad(q\to0^+).$$
With $t=1/q\ge1$, $\ln t=\tfrac2r\ln t^{r/2}\le\tfrac2r t^{r/2}$. Hence $0\le L\,q^r=t^{-r}\ln t\le\tfrac2r t^{-r/2}\to0$. The code takes this growth comparison from Mathlib's `isLittleO_log_rpow_atTop`.

```lean
lemma tendsto_log_mul_rpow {r : ℝ} (hr : 0 < r) :
    Tendsto (fun q : ℝ => Real.log (1 / q) * q ^ r) (𝓝[>] 0) (𝓝 0) := by
  have h := (isLittleO_log_rpow_atTop hr).tendsto_div_nhds_zero.comp
    (tendsto_inv_nhdsGT_zero (𝕜 := ℝ))
  refine h.congr' ?_
  filter_upwards [self_mem_nhdsWithin] with q hq
  have hq0 : (0 : ℝ) < q := hq
  rw [Function.comp_apply, Real.inv_rpow hq0.le, div_inv_eq_mul, one_div]
```

## (g) The factor one third

Show for $c>0$ that
$$\frac{\operatorname{arsinh}(q^{-1/3}c)}{L}\to\frac13\quad(q\to0^+).$$
Let $y=q^{-1/3}c$, so $\ln y=L/3+\ln c$. By (e), eventually $y\ge1$, and then $0\le\sqrt{1+y^2}\le2y$. Since $\operatorname{arsinh}y=\ln(y+\sqrt{1+y^2})$,
$$\ln y\le\operatorname{arsinh}y\le\ln 3y.$$
Dividing by $L>0$ gives
$$\frac13+\frac{\ln c}{L}\le\frac{\operatorname{arsinh}y}{L}\le\frac13+\frac{\ln3+\ln c}{L},$$
and both bounds tend to $1/3$. In the code `h` gives the limits of the bounds, `hb` the inequalities, and the last `refine` the squeeze.

```lean
/-- For `c > 0`, the ratio of `arsinh (q^(-1/3) c)` to `ln (1/q)` tends to `1/3` as the
occupation `q` tends to zero from above. -/
theorem tendsto_arsinh_div_log {c : ℝ} (hc : 0 < c) :
    Tendsto (fun q : ℝ => Real.arsinh (q ^ (-(1 / 3) : ℝ) * c) / Real.log (1 / q))
      (𝓝[>] 0) (𝓝 (1 / 3)) := by
  have h : ∀ k : ℝ, Tendsto (fun q : ℝ => (Real.log (1 / q) / 3 + k) / Real.log (1 / q))
      (𝓝[>] 0) (𝓝 (1 / 3)) := by
    intro k
    have h1 := (tendsto_log_inv.const_div_atTop k).const_add (1 / 3)
    rw [add_zero] at h1
    refine h1.congr' ?_
    filter_upwards [tendsto_log_inv.eventually_gt_atTop 0] with q hL
    rw [add_div, div_right_comm, div_self hL.ne']
  -- squeeze arsinh x between ln x and ln (3 x), valid once x ≥ 1
  have hb : ∀ᶠ q : ℝ in 𝓝[>] 0,
      Real.log (1 / q) / 3 + Real.log c ≤ Real.arsinh (q ^ (-(1 / 3) : ℝ) * c) ∧
      Real.arsinh (q ^ (-(1 / 3) : ℝ) * c) ≤
        Real.log (1 / q) / 3 + (Real.log 3 + Real.log c) := by
    filter_upwards [self_mem_nhdsWithin, (tendsto_scaled hc).eventually_ge_atTop 1]
      with q hq hx
    have hq0 : (0 : ℝ) < q := hq
    have hlog : Real.log (q ^ (-(1 / 3) : ℝ) * c) = Real.log (1 / q) / 3 + Real.log c := by
      rw [Real.log_mul (Real.rpow_pos_of_pos hq0 _).ne' hc.ne', Real.log_rpow hq0,
        one_div q, Real.log_inv]
      ring
    generalize q ^ (-(1 / 3) : ℝ) * c = x at hx hlog ⊢
    have hx0 : 0 < x := by linarith
    have hs := Real.sqrt_nonneg (1 + x ^ 2)
    have hs2 : √(1 + x ^ 2) ≤ 2 * x := Real.sqrt_le_iff.2 ⟨by linarith, by nlinarith⟩
    have lo : Real.log x ≤ Real.arsinh x := Real.log_le_log hx0 (by linarith)
    have up : Real.arsinh x ≤ Real.log (3 * x) :=
      Real.log_le_log (by linarith) (by linarith)
    rw [Real.log_mul (by norm_num) hx0.ne'] at up
    constructor <;> linarith
  refine tendsto_of_tendsto_of_tendsto_of_le_of_le' (h (Real.log c))
    (h (Real.log 3 + Real.log c)) ?_ ?_
  · filter_upwards [hb, tendsto_log_inv.eventually_gt_atTop 0] with q hq hL
    exact div_le_div_of_nonneg_right hq.1 hL.le
  · filter_upwards [hb, tendsto_log_inv.eventually_gt_atTop 0] with q hq hL
    exact div_le_div_of_nonneg_right hq.2 hL.le
```

## (h) One grid point

Show for $b,n>0$ and $g\ge0$ that
$$\frac{L\,e(qn,qg)}{q}\to-\frac g2\quad(q\to0^+).$$
If $g=0$, both sides vanish. If $g>0$, then $x>0$. Write $X=q^{-1/3}x$ and $A=\operatorname{arsinh}X$. By (b) and (c), after dividing numerator and denominator by $XL$,
$$\frac{L\,e(qn,qg)}{q}=-\frac{L\,b\,g\,X}{1+6bXA}=-\frac{bg}{\frac1{XL}+6b\frac AL}\to-\frac{bg}{0+6b/3}=-\frac g2.$$
The parameter $b$ cancels in the last step.

The code proves the limit of the third expression (`hlim`) and carries it to the first with `Tendsto.congr'`. This lemma transfers a limit between functions that agree eventually along the filter, not necessarily everywhere. The `filter_upwards` line supplies a $q$ with $q>0$ and $L>0$. Since $x>0$, it follows that $X>0$ and $A>0$, and these four signs are the hypotheses of `key`.

```lean
/-- At one grid point with `n > 0`, `g ≥ 0` and `b > 0`, the Becke energy density per
occupation, times `ln (1/q)`, tends to `-g/2` as `q` tends to zero from above. -/
theorem tendsto_b88Density {b n g : ℝ} (hb : 0 < b) (hn : 0 < n) (hg : 0 ≤ g) :
    Tendsto (fun q : ℝ => Real.log (1 / q) * b88Density b (q * n) (q * g) / q)
      (𝓝[>] 0) (𝓝 (-g / 2)) := by
  rcases hg.eq_or_lt with rfl | hg
  · simp [b88Density, reducedGradient]
  have hc : 0 < reducedGradient n g := div_pos hg (Real.rpow_pos_of_pos hn _)
  have hpos : (0 : ℝ) < 0 * 0 + 6 * b * (1 / 3) := by linarith
  -- divide numerator and denominator by X ln (1/q), X being the scaled reduced gradient
  have hlim := (tendsto_const_nhds (x := -(g * b))).div
    ((((tendsto_scaled hc).const_div_atTop 1).mul (tendsto_log_inv.const_div_atTop 1)).add
      ((tendsto_arsinh_div_log hc).const_mul (6 * b))) hpos.ne'
  have heq : -(g * b) / (0 * 0 + 6 * b * (1 / 3)) = -g / 2 := by
    rw [div_eq_div_iff hpos.ne' two_ne_zero]
    ring
  rw [heq] at hlim
  have key : ∀ X L A q : ℝ, 0 < X → 0 < L → 0 < A → 0 < q →
      -(g * b) / (1 / X * (1 / L) + 6 * b * (A / L)) =
        L * -(b * (q * g) * X / (1 + 6 * b * X * A)) / q := by
    intro X L A q hX hL hA hq
    have hD : 0 < 1 + 6 * b * X * A := by positivity
    have hden : 1 / X * (1 / L) + 6 * b * (A / L) = (1 + 6 * b * X * A) / (X * L) := by
      field_simp
    rw [hden]
    field_simp
  refine hlim.congr' ?_
  filter_upwards [self_mem_nhdsWithin, tendsto_log_inv.eventually_gt_atTop 0] with q hq hL
  have hq0 : (0 : ℝ) < q := hq
  have hX := mul_pos (Real.rpow_pos_of_pos hq0 (-(1 / 3))) hc
  rw [b88Density_eq (mul_pos hq0 hn), reducedGradient_scaled hq0 hn]
  exact key _ _ _ _ hX hL (Real.arsinh_pos_iff.2 hX) hq0
```

## (i) The whole grid

Show for $b>0$, all $n_i>0$ and all $g_i\ge0$ that
$$\frac{\ln(1/q)\,E(q)}{q}\to-\frac12\sum_i w_i g_i\quad(q\to0^+).$$
Multiply (h) at point $i$ by $w_i$ and add; a finite sum of limits is the limit of the sum.

The value $b=0$ has to be excluded. With one point and $w=n=g=1$, it gives $E(q)=0$ and the limit $0$, whereas the formula gives $-1/2$.

```lean
variable {ι : Type*} [Fintype ι]

/-- For `b > 0`, positive densities and nonnegative gradient magnitudes, `ln (1/q) E(q) / q`
tends to `-(1/2) ∑ w g` as `q` tends to zero from above, `E` being the Becke 1988 gradient
correction. -/
theorem tendsto_b88Energy {b : ℝ} {w n g : ι → ℝ} (hb : 0 < b) (hn : ∀ i, 0 < n i)
    (hg : ∀ i, 0 ≤ g i) :
    Tendsto (fun q : ℝ => Real.log (1 / q) * b88Energy b w n g q / q)
      (𝓝[>] 0) (𝓝 (-(1 / 2) * ∑ i, w i * g i)) := by
  have h := tendsto_finsetSum Finset.univ fun i _ =>
    (tendsto_b88Density hb (hn i) (hg i)).const_mul (w i)
  have hl : ∑ i, w i * (-g i / 2) = -(1 / 2) * ∑ i, w i * g i := by
    rw [Finset.mul_sum]
    exact Finset.sum_congr rfl fun i _ => by ring
  rw [hl] at h
  refine h.congr fun q => ?_
  rw [b88Energy, Finset.mul_sum, Finset.sum_div]
  exact Finset.sum_congr rfl fun i _ => by ring
```

## (j) Local exchange at occupation $q$

Show for $q>0$ and all $n_i>0$ that
$$D(q)=q^{4/3}D(1).$$
Each term contains $(qn_i)^{4/3}=q^{4/3}n_i^{4/3}$, so the common factor comes out of the sum.

```lean
/-- For positive densities, the Dirac exchange energy at occupation `q > 0` is `q^(4/3)`
times its value at full occupation. -/
theorem diracEnergy_scaled {q : ℝ} (hq : 0 < q) (c : ℝ) (w : ι → ℝ) {n : ι → ℝ}
    (hn : ∀ i, 0 < n i) :
    diracEnergy c w n q = q ^ (4 / 3 : ℝ) * diracEnergy c w n 1 := by
  rw [diracEnergy, diracEnergy, Finset.mul_sum]
  refine Finset.sum_congr rfl fun i _ => ?_
  rw [Real.mul_rpow hq.le (hn i).le, one_mul]
  ring
```

## (k) The complete exchange functional

Under the hypotheses of (i), show that
$$\frac{L\,(D(q)+E(q))}{q}\to-\frac12\sum_i w_i g_i\quad(q\to0^+).$$
By (j) and (a), $L\,D(q)/q=L\,q^{1/3}D(1)$, which tends to $0$ by (f) with $r=1/3$. Part (i) gives the rest.

```lean
/-- For `b > 0`, positive densities and nonnegative gradient magnitudes, the sum of Dirac
exchange and Becke correction, times `ln (1/q) / q`, also tends to `-(1/2) ∑ w g` as `q`
tends to zero from above. -/
theorem tendsto_totalExchange {b : ℝ} (c : ℝ) {w n g : ι → ℝ} (hb : 0 < b)
    (hn : ∀ i, 0 < n i) (hg : ∀ i, 0 ≤ g i) :
    Tendsto (fun q : ℝ =>
        Real.log (1 / q) * (diracEnergy c w n q + b88Energy b w n g q) / q)
      (𝓝[>] 0) (𝓝 (-(1 / 2) * ∑ i, w i * g i)) := by
  have h := ((tendsto_log_mul_rpow (show (0 : ℝ) < 1 / 3 by norm_num)).mul_const
    (diracEnergy c w n 1)).add (tendsto_b88Energy (w := w) hb hn hg)
  rw [zero_mul, zero_add] at h
  refine h.congr' ?_
  filter_upwards [self_mem_nhdsWithin] with q hq
  have hq0 : (0 : ℝ) < q := hq
  rw [diracEnergy_scaled hq0 c w hn, rpow_four_thirds hq0]
  field_simp
```

## (l) Comparison with quadratic order

Let also $S=\sum_i w_i g_i>0$. Show that
$$\frac{E(q)}{q^2}\to-\infty\quad(q\to0^+).$$
Write
$$\frac{E(q)}{q^2}=\frac{L\,E(q)}{q}\cdot\frac1{qL}.$$
The first factor tends to $-S/2<0$. By (f) with $r=1$, $qL\to0$ through positive values (`h0`), so the second factor tends to $+\infty$.

The Fock exchange energy of a single fixed spin orbital with occupation $q$ is quadratic in $q$. With (k) in place of (i), the same argument gives $(D(q)+E(q))/q^2\to-\infty$. In this frozen-orbital grid model, the complete functional thus has the wrong order at small occupation, which matters when it is used to study self-interaction at fractional charge.

```lean
/-- For `b > 0`, positive densities, nonnegative gradient magnitudes and `∑ w g > 0`, the Becke
correction divided by `q^2` tends to minus infinity as `q` tends to zero from above. -/
theorem tendsto_b88Energy_div_sq {b : ℝ} {w n g : ι → ℝ} (hb : 0 < b) (hn : ∀ i, 0 < n i)
    (hg : ∀ i, 0 ≤ g i) (hS : 0 < ∑ i, w i * g i) :
    Tendsto (fun q : ℝ => b88Energy b w n g q / q ^ 2) (𝓝[>] 0) atBot := by
  -- q ln (1/q) tends to zero through positive values, so its inverse diverges
  have h0 : Tendsto (fun q : ℝ => Real.log (1 / q) * q ^ (1 : ℝ)) (𝓝[>] 0) (𝓝[>] 0) := by
    refine tendsto_nhdsWithin_iff.2 ⟨tendsto_log_mul_rpow one_pos, ?_⟩
    filter_upwards [self_mem_nhdsWithin, tendsto_log_inv.eventually_gt_atTop 0] with q hq hL
    exact mul_pos hL (Real.rpow_pos_of_pos hq _)
  have h := (tendsto_b88Energy (w := w) hb hn hg).neg_mul_atTop (by linarith)
    (tendsto_inv_nhdsGT_zero.comp h0)
  refine h.congr' ?_
  filter_upwards [self_mem_nhdsWithin, tendsto_log_inv.eventually_gt_atTop 0] with q hq hL
  have hq0 : (0 : ℝ) < q := hq
  rw [Function.comp_apply, Real.rpow_one]
  generalize Real.log (1 / q) = L at hL ⊢
  field_simp

end

end BeckeFractionalOccupation
```

```lean
#print axioms BeckeFractionalOccupation.tendsto_totalExchange
#print axioms BeckeFractionalOccupation.tendsto_b88Energy_div_sq
```

```
'BeckeFractionalOccupation.tendsto_totalExchange' depends on axioms: [propext, Classical.choice, Quot.sound]
'BeckeFractionalOccupation.tendsto_b88Energy_div_sq' depends on axioms: [propext, Classical.choice, Quot.sound]
```
